# Quadrupole response of the hydrogen 2p orbital: radial integrals −67/6 in the p channel (antishielding) and +4/3 in the f channel (shielding)

Take \(r>0\) and the operator \(Dg=-\tfrac12 g''-\left(\tfrac2r-\tfrac12\right)g'\). On the two lowest powers that matter,
\[
D r^2=-1-4+r=r-5,\qquad D r^3=-3r-6r+\tfrac32 r^2=\tfrac32 r^2-9r .
\]
To produce a source \(r^2\), start from \(\tfrac23 r^3\), which gives \(r^2-6r\), and add \(6r^2\), which gives \(6r-30\). The linear terms cancel, so \(g=\tfrac23r^3+6r^2\) has \(Dg=r^2-30\), and 30 is the mean of \(r^2\) in the hydrogen 2p state. As shown below, \(D\) is what remains of the \(l=1\) radial Hamiltonian minus the 2p energy after the 2p radial function is factored out, so this radial function times a cubic polynomial solves the p to p first-order equation for a quadrupole field; the p to f equation has a solution of the same radial form.

```lean
import Mathlib

open Real MeasureTheory Set

namespace Hydrogenic2pShielding

noncomputable section
```

## The model

Units are atomic and the nuclear charge is 1. The reduced radial function \(u\) is \(r\) times the radial part of the orbital, so overlaps are plain integrals \(\int_0^\infty dr\). For 2p,
\[
u(r)=\frac{r^2e^{-r/2}}{\sqrt{24}},\qquad E=-\tfrac18,\qquad w(r)=\frac{r^4e^{-r}}{24},
\]
with \(E\) the energy and \(w\) the radial probability density.

```lean
/-- Reduced radial 2p orbital of hydrogen, `u(r) = r² exp(-r/2) / √24`, in atomic units. -/
def u2p (r : ℝ) : ℝ := r ^ 2 * exp (-r / 2) / Real.sqrt 24

/-- Energy `-1/8` hartree of the 2p level. -/
def E2p : ℝ := -1 / 8

/-- Radial probability density `r⁴ exp(-r) / 24`. -/
def weight (r : ℝ) : ℝ := r ^ 4 * exp (-r) / 24
```

The average of a function \(f\) is \(\langle f\rangle=\int_0^\infty f\,w\,dr\), where `Ioi 0` is the half-line \(r>0\). Lean gives a non-integrable function the integral 0, which would make a vanishing overlap empty of content, so the theorems state integrability, `Averageable` or `IntegrableOn`, next to the values.

```lean
/-- `f` times the radial density is integrable on `r > 0`. -/
def Averageable (f : ℝ → ℝ) : Prop := IntegrableOn (fun r => f r * weight r) (Ioi 0)

/-- Radial average `⟨f⟩` over the density. -/
def avg (f : ℝ → ℝ) : ℝ := ∫ r in Ioi (0 : ℝ), f r * weight r
```

For angular momentum \(l\), a natural number, the radial Hamiltonian is \(H_l u=-\tfrac12u''+\left(\tfrac{l(l+1)}{2r^2}-\tfrac1r\right)u\). It and \(D\) act pointwise on functions `ℝ → ℝ` through `deriv`; no Hilbert space or operator domain is introduced.

```lean
/-- Radial hydrogen Hamiltonian `H_l u = -u''/2 + (l(l+1)/(2r²) - 1/r) u`. -/
def radialH (l : ℕ) (u : ℝ → ℝ) (r : ℝ) : ℝ :=
  -deriv (deriv u) r / 2 + ((l : ℝ) * (l + 1) / (2 * r ^ 2) - 1 / r) * u r

/-- Response operator `D g = -g''/2 - (2/r - 1/2) g'`. -/
def D (g : ℝ → ℝ) (r : ℝ) : ℝ := -deriv (deriv g) r / 2 - (2 / r - 1 / 2) * deriv g r
```

An external field gradient that is axially symmetric about the polar axis adds \(-\lambda r^2P_2(\cos\theta)\) to the electron's energy, with \(\lambda\) the strength, \(\theta\) the polar angle and \(P_2\) the second Legendre polynomial. It couples a p state of definite magnetic quantum number about that axis to \(l=1\) and \(l=3\) with the same magnetic quantum number. With \(\lambda\) and the angular matrix element divided out, first-order perturbation theory asks for radial functions \(u_{1p}\) and \(u_{1f}\) with
\[
(H_1-E)u_{1p}=(r^2-\langle r^2\rangle)\,u,\qquad (H_3-E)u_{1f}=r^2u ,
\]
where \(\langle r^2\rangle\) comes from the first-order energy shift, and \(u_{1p}\) is taken orthogonal to \(u\). The candidates are \(u_{1p}=u\,(g-\langle g\rangle)\) and \(u_{1f}=u\,h\) with \(h=\tfrac23r^3+\tfrac83r^2\).

```lean
/-- Radial (p to p) response factor `g = 2r³/3 + 6r²`. -/
def gResp (r : ℝ) : ℝ := 2 * r ^ 3 / 3 + 6 * r ^ 2

/-- The p to f response factor `h = 2r³/3 + 8r²/3`. -/
def hResp (r : ℝ) : ℝ := 2 * r ^ 3 / 3 + 8 * r ^ 2 / 3

/-- First-order radial function `u (g - ⟨g⟩)` in the p channel. -/
def u1p (r : ℝ) : ℝ := u2p r * (gResp r - avg gResp)

/-- First-order radial function `u h` in the f channel. -/
def u1f (r : ℝ) : ℝ := u2p r * hResp r
```

The distorted charge produces its own field gradient at the nucleus. Each channel contributes \(\int_0^\infty u\,u_1r^{-3}dr\), with \(u_1\) the channel's function, times twice a squared angular matrix element, measured relative to the applied gradient, in the sense that a positive integral opposes the applied gradient (shielding) and a negative one reinforces it (antishielding). This reduction to radial equations and the reading of the sign are physical input that the theorems take as given. The two integrals are the radial ingredients of quadrupole shielding at a nucleus, for one non-interacting electron in a pure Coulomb potential, without relativity, at first order; a Sternheimer factor for an ion would be assembled from such integrals with angular weights, a sum over shells and the electrons' mutual response.

## Moments

The Gamma integral gives \(\int_0^\infty r^ne^{-r}dr=\Gamma(n+1)=n!\) for every natural \(n\), including \(n=0\). The proof rewrites the integrand into Mathlib's form with exponent \((n+1)-1\), then takes convergence from `Real.GammaIntegral_convergent` and the value from `Real.Gamma_nat_eq_factorial`.

```lean
/-- `rⁿ exp(-r)` is integrable on `r > 0` with integral `n!`. -/
theorem moment_exp (n : ℕ) : IntegrableOn (fun r : ℝ => r ^ n * exp (-r)) (Ioi 0) ∧
    ∫ r in Ioi (0 : ℝ), r ^ n * exp (-r) = n.factorial := by
  have hs : (0 : ℝ) < n + 1 := by positivity
  have e : (fun r : ℝ => r ^ n * exp (-r)) = fun r => exp (-r) * r ^ ((n : ℝ) + 1 - 1) := by
    funext r; rw [add_sub_cancel_right, Real.rpow_natCast, mul_comm]
  rw [e]
  exact ⟨Real.GammaIntegral_convergent hs,
    by rw [← Real.Gamma_eq_integral hs, Real.Gamma_nat_eq_factorial]⟩
```

For real \(a,b,c\) and natural \(m,n,k\), let \(f=(ar^m+br^n+cr^k)/r^4\) on \(r>0\). The \(r^4\) cancels against the weight, \(f w=\tfrac1{24}(ar^m+br^n+cr^k)e^{-r}\), and so
\[
\langle f\rangle=\frac{a\,m!+b\,n!+c\,k!}{24}.
\]
The step `e` is the cancellation, and `integral_add` with `integral_const_mul` is linearity. Shorter sums use zero coefficients.

```lean
/-- The average of `(a rᵐ + b rⁿ + c rᵏ) / r⁴` exists and is `(a m! + b n! + c k!) / 24`. -/
theorem avg_laurent (a b c : ℝ) (m n k : ℕ) (f : ℝ → ℝ)
    (hf : ∀ r, 0 < r → f r = (a * r ^ m + b * r ^ n + c * r ^ k) / r ^ 4) :
    Averageable f ∧ avg f = (a * m.factorial + b * n.factorial + c * k.factorial) / 24 := by
  obtain ⟨im, em⟩ := moment_exp m
  obtain ⟨jn, en⟩ := moment_exp n
  obtain ⟨ik, ek⟩ := moment_exp k
  have e : EqOn (fun r => f r * weight r) (fun r => a / 24 * (r ^ m * exp (-r))
      + b / 24 * (r ^ n * exp (-r)) + c / 24 * (r ^ k * exp (-r))) (Ioi 0) := by
    intro r hr
    have hr' : r ≠ 0 := (mem_Ioi.mp hr).ne'
    simp only [weight]
    rw [hf r hr]
    field_simp
  have i1 := Integrable.const_mul im (a / 24)
  have i2 := Integrable.const_mul jn (b / 24)
  have i3 := Integrable.const_mul ik (c / 24)
  have i12 : Integrable (fun r : ℝ => a / 24 * (r ^ m * exp (-r)) + b / 24 * (r ^ n * exp (-r)))
      (volume.restrict (Ioi 0)) := i1.add i2
  constructor
  · exact (integrableOn_congr_fun e measurableSet_Ioi).mpr (i12.add i3)
  · unfold avg
    rw [setIntegral_congr_fun measurableSet_Ioi e, integral_add i12 i3, integral_add i1 i2]
    simp only [integral_const_mul]
    rw [em, en, ek]; ring
```

## Factoring out the orbital

Differentiating twice,
\[
u'=\left(2r-\tfrac{r^2}{2}\right)\frac{e^{-r/2}}{\sqrt{24}},\qquad u''=\left(2-2r+\tfrac{r^2}{4}\right)\frac{e^{-r/2}}{\sqrt{24}},
\]
so \(u'/u=\tfrac2r-\tfrac12\) and \(-\tfrac12u''/u=-\tfrac1{r^2}+\tfrac1r-\tfrac18\). Let \(g\) here be any function. From \((ug)''=u''g+2u'g'+ug''\),
\[
(H_l-E)(ug)=u\left[-\tfrac12g''-\tfrac{u'}{u}g'\right]+ug\left[-\tfrac1{r^2}+\tfrac1r-\tfrac18+\tfrac{l(l+1)}{2r^2}-\tfrac1r+\tfrac18\right],
\]
that is
\[
(H_l-E)(ug)=u\left[Dg+\frac{l(l+1)-2}{2r^2}\,g\right].
\]
The extra term is zero for \(l=1\) and \(5g/r^2\) for \(l=3\). The hypotheses ask that \(g\) be differentiable on all of \(r>0\) (`hg`) and \(g'\) at the point (`hg'`), because the second derivative needs the first on a neighbourhood. Steps `hu` and `hu'` are the formulas for \(u'\) and \(u''\), `h1` is the product rule near \(r\), `h2` applies it again at \(r\), and `field_simp` with `ring` collects the brackets.

```lean
/-- Factoring out the 2p orbital: `(H_l - E)(u g) = u (D g + (l(l+1) - 2) g / (2r²))`. -/
theorem radialH_mul (l : ℕ) (g : ℝ → ℝ) {r : ℝ} (hr : 0 < r)
    (hg : ∀ x, 0 < x → DifferentiableAt ℝ g x) (hg' : DifferentiableAt ℝ (deriv g) r) :
    radialH l (fun x => u2p x * g x) r - E2p * (u2p r * g r)
      = u2p r * (D g r + ((l : ℝ) * (l + 1) - 2) / (2 * r ^ 2) * g r) := by
  have he : ∀ x : ℝ, HasDerivAt (fun x : ℝ => exp (-x / 2)) (exp (-x / 2) * (-1 / 2)) x :=
    fun x => ((hasDerivAt_id' x).fun_neg.div_const 2).exp
  have hp : ∀ x : ℝ, HasDerivAt (fun x : ℝ => x ^ 2) (2 * x) x :=
    fun x => by simpa using hasDerivAt_pow 2 x
  -- first and second derivatives of the orbital
  have hu : ∀ x : ℝ, HasDerivAt u2p ((2 * x - x ^ 2 / 2) * exp (-x / 2) / Real.sqrt 24) x :=
    fun x => (((hp x).fun_mul (he x)).div_const (Real.sqrt 24)).congr_deriv (by ring)
  have hu' : HasDerivAt (fun x : ℝ => (2 * x - x ^ 2 / 2) * exp (-x / 2) / Real.sqrt 24)
      ((2 - 2 * r + r ^ 2 / 4) * exp (-r / 2) / Real.sqrt 24) r :=
    (((((hasDerivAt_id' r).const_mul 2).fun_sub ((hp r).div_const 2)).fun_mul
      (he r)).div_const (Real.sqrt 24)).congr_deriv (by ring)
  -- product rule near r, then once more at r
  have h1 : deriv (fun x => u2p x * g x) =ᶠ[nhds r] fun x =>
      (2 * x - x ^ 2 / 2) * exp (-x / 2) / Real.sqrt 24 * g x + u2p x * deriv g x := by
    filter_upwards [Ioi_mem_nhds hr] with x hx
    exact ((hu x).fun_mul (hg x hx).hasDerivAt).deriv
  have h2 := (hu'.fun_mul (hg r hr).hasDerivAt).fun_add ((hu r).fun_mul hg'.hasDerivAt)
  have h3 := h1.deriv_eq.trans h2.deriv
  have hs : Real.sqrt 24 ≠ 0 := by positivity
  have hr' := hr.ne'
  simp only [radialH, D]
  rw [h3]
  simp only [u2p, E2p]
  generalize exp (-r / 2) = y
  field_simp
  ring
```

Three facts tie \(u\), \(w\) and \(E\) together: \(u^2=w\) because \((e^{-r/2})^2=e^{-r}\); \(\langle1\rangle=4!/24=1\); and \(H_1u=Eu\) on \(r>0\), which is the identity above with \(l=1\) and the constant factor 1, since \(D1=0\).

```lean
/-- The orbital squares to the density, the density is normalised, and `H₁ u = E u`. -/
theorem u2p_state : (∀ r, u2p r ^ 2 = weight r) ∧ Averageable (fun _ => 1) ∧
    avg (fun _ => 1) = 1 ∧ ∀ r, 0 < r → radialH 1 u2p r = E2p * u2p r := by
  obtain ⟨i, e⟩ := avg_laurent 1 0 0 4 0 0 (fun _ => 1)
    (fun r hr => by have := hr.ne'; field_simp; ring)
  refine ⟨fun r => ?_, i, by rw [e]; norm_num [Nat.factorial], fun r hr => ?_⟩
  · have h : exp (-r) = exp (-r / 2) ^ 2 := by rw [sq, ← exp_add]; congr 1; ring
    unfold u2p weight
    rw [h, div_pow, Real.sq_sqrt (by norm_num : (0 : ℝ) ≤ 24)]; ring
  · have h := radialH_mul 1 (fun _ => 1) hr (fun _ _ => differentiableAt_const _) (by simp)
    have hD : D (fun _ => 1) r = 0 := by simp [D]
    simp only [hD, mul_one] at h
    linear_combination h
```

## The operator on cubics

The derivative of \(ar^3+br^2+c\) is \(3ar^2+2br\).

```lean
/-- The derivative of `a r³ + b r² + c` is `3a r² + 2b r`. -/
theorem deriv_cubic (a b c : ℝ) :
    deriv (fun r : ℝ => a * r ^ 3 + b * r ^ 2 + c) = fun r => 3 * a * r ^ 2 + 2 * b * r := by
  funext r
  have p3 : HasDerivAt (fun x : ℝ => x ^ 3) (3 * r ^ 2) r := by simpa using hasDerivAt_pow 3 r
  have p2 : HasDerivAt (fun x : ℝ => x ^ 2) (2 * r) r := by simpa using hasDerivAt_pow 2 r
  have h : HasDerivAt (fun r : ℝ => a * r ^ 3 + b * r ^ 2 + c) (3 * a * r ^ 2 + 2 * b * r) r :=
    (((p3.const_mul a).fun_add (p2.const_mul b)).add_const c).congr_deriv (by ring)
  exact h.deriv
```

The second derivative is \(6ar+2b\), and for \(r\neq0\)
\[
D(ar^3+br^2+c)=-(3ar+b)-(6ar+4b)+\left(\tfrac32ar^2+br\right)=\tfrac32ar^2+(b-9a)r-5b .
\]

```lean
/-- `D (a r³ + b r² + c) = 3a r²/2 + (b - 9a) r - 5b` away from the origin. -/
theorem D_cubic (a b c : ℝ) {r : ℝ} (hr : r ≠ 0) :
    D (fun r => a * r ^ 3 + b * r ^ 2 + c) r = 3 * a / 2 * r ^ 2 + (b - 9 * a) * r - 5 * b := by
  have p2 : HasDerivAt (fun x : ℝ => x ^ 2) (2 * r) r := by simpa using hasDerivAt_pow 2 r
  have h2 : HasDerivAt (fun r : ℝ => 3 * a * r ^ 2 + 2 * b * r) (6 * a * r + 2 * b) r :=
    ((p2.const_mul (3 * a)).fun_add ((hasDerivAt_id' r).const_mul (2 * b))).congr_deriv (by ring)
  unfold D
  rw [deriv_cubic, h2.deriv]
  beta_reduce
  field_simp
  ring
```

## The p to p channel

With \(a=\tfrac23\), \(b=6\) the formula gives \(Dg=r^2-30\). The averages are
\[
\langle r^2\rangle=\tfrac{6!}{24}=30,\quad \langle g\rangle=\tfrac{\frac23 7!+6\cdot6!}{24}=\tfrac{3360+4320}{24}=320,\quad \langle r^{-3}\rangle=\tfrac{1!}{24},\quad \langle gr^{-3}\rangle=\tfrac{\frac23 4!+6\cdot3!}{24}=\tfrac{13}{6},
\]
and \(\langle gr^{-3}\rangle-\langle g\rangle\langle r^{-3}\rangle=\tfrac{13}{6}-\tfrac{80}{6}=-\tfrac{67}{6}\). The theorem states the equation \(Dg=r^2-\langle r^2\rangle\) for all \(r>0\), integrability for the four averages, and this value. The four calls to `avg_laurent` are the four fractions.

```lean
/-- `g` solves `D g = r² - ⟨r²⟩` on `r > 0`, the averages exist, and
`⟨g r⁻³⟩ - ⟨g⟩⟨r⁻³⟩ = -67/6`. -/
theorem radial_antishielding :
    (∀ r, 0 < r → D gResp r = r ^ 2 - avg (fun r => r ^ 2)) ∧
    Averageable (fun r => r ^ 2) ∧ Averageable gResp ∧ Averageable (fun r => 1 / r ^ 3) ∧
    Averageable (fun r => gResp r / r ^ 3) ∧
    avg (fun r => gResp r / r ^ 3) - avg gResp * avg (fun r => 1 / r ^ 3) = -67 / 6 := by
  obtain ⟨i1, e1⟩ := avg_laurent 1 0 0 6 0 0 (fun r => r ^ 2)
    (fun r hr => by have := hr.ne'; field_simp; ring)
  obtain ⟨i2, e2⟩ := avg_laurent (2 / 3) 6 0 7 6 0 gResp
    (fun r hr => by have := hr.ne'; unfold gResp; field_simp; ring)
  obtain ⟨i3, e3⟩ := avg_laurent 1 0 0 1 0 0 (fun r => 1 / r ^ 3)
    (fun r hr => by have := hr.ne'; field_simp; ring)
  obtain ⟨i4, e4⟩ := avg_laurent (2 / 3) 6 0 4 3 0 (fun r => gResp r / r ^ 3)
    (fun r hr => by have := hr.ne'; unfold gResp; field_simp; ring)
  have e1' : avg (fun r => r ^ 2) = 30 := by rw [e1]; norm_num [Nat.factorial]
  have hg : gResp = fun r => 2 / 3 * r ^ 3 + 6 * r ^ 2 + 0 := by funext r; unfold gResp; ring
  refine ⟨fun r hr => ?_, i1, i2, i3, i4, ?_⟩
  · rw [e1', hg, D_cubic (2 / 3) 6 0 hr.ne']; ring
  · rw [e2, e3, e4]; norm_num [Nat.factorial]
```

At \(r=3\): \(g'=54\), \(g''=24\), so \(Dg=-12-\tfrac16\cdot54=-21=9-30\).

## The p to f channel

With \(a=\tfrac23\), \(b=\tfrac83\), one has \(Dh=r^2-\tfrac{10}3r-\tfrac{40}3\) and \(5h/r^2=\tfrac{10}3r+\tfrac{40}3\), which add to \(r^2\). The average is \(\langle hr^{-3}\rangle=\left(\tfrac23 4!+\tfrac83 3!\right)/24=\tfrac{32}{24}=\tfrac43\). Nothing is subtracted, because an f function is orthogonal to the p state through its angular part. The theorem states the equation on \(r>0\), integrability and the value.

```lean
/-- `h` solves `D h + 5h/r² = r²` on `r > 0`, and `⟨h r⁻³⟩` exists and equals `4/3`. -/
theorem pf_shielding : (∀ r, 0 < r → D hResp r + 5 * hResp r / r ^ 2 = r ^ 2) ∧
    Averageable (fun r => hResp r / r ^ 3) ∧ avg (fun r => hResp r / r ^ 3) = 4 / 3 := by
  obtain ⟨i, e⟩ := avg_laurent (2 / 3) (8 / 3) 0 4 3 0 (fun r => hResp r / r ^ 3)
    (fun r hr => by have := hr.ne'; unfold hResp; field_simp; ring)
  have hh : hResp = fun r => 2 / 3 * r ^ 3 + 8 / 3 * r ^ 2 + 0 := by
    funext r; unfold hResp; ring
  refine ⟨fun r hr => ?_, i, by rw [e]; norm_num [Nat.factorial]⟩
  have := hr.ne'
  rw [hh, D_cubic (2 / 3) (8 / 3) 0 this]
  beta_reduce
  field_simp
  ring
```

At \(r=3\): \(h=42\), \(h'=34\), \(h''=\tfrac{52}3\), so \(Dh+5h/r^2=-\tfrac{26}3-\tfrac{17}3+\tfrac{70}3=9\).

## Back to wave functions

In the p channel \(u_{1p}=u\left(\tfrac23r^3+6r^2-320\right)\). The constant is annihilated by \(D\), so the factoring identity with \(l=1\) yields \((H_1-E)u_{1p}=(r^2-30)u\). Since \(u^2=w\), overlaps with \(u\) are averages:
\[
\int_0^\infty u\,u_{1p}\,dr=\frac{3360+4320-320\cdot24}{24}=0,\qquad \int_0^\infty \frac{u\,u_{1p}}{r^3}dr=\frac{16+36-320}{24}=-\frac{67}{6}.
\]
The negative sign comes from the term \(-320\), which orthogonality fixes and which dominates near the nucleus, where \(r^{-3}\) is large. Steps `f3` and `f4` turn the overlaps into averages, and `linear_combination h` matches the identity to the stated equation.

```lean
/-- `u₁ = u (g - ⟨g⟩)` solves `(H₁ - E) u₁ = (r² - ⟨r²⟩) u`, is orthogonal to `u`, and has
`∫ u u₁ r⁻³ dr = -67/6`. -/
theorem sternheimer_p :
    (∀ r, 0 < r → radialH 1 u1p r - E2p * u1p r = (r ^ 2 - avg (fun r => r ^ 2)) * u2p r) ∧
    IntegrableOn (fun r => u2p r * u1p r) (Ioi 0) ∧ (∫ r in Ioi (0 : ℝ), u2p r * u1p r) = 0 ∧
    IntegrableOn (fun r => u2p r * u1p r / r ^ 3) (Ioi 0) ∧
    (∫ r in Ioi (0 : ℝ), u2p r * u1p r / r ^ 3) = -67 / 6 := by
  obtain ⟨-, e1⟩ := avg_laurent 1 0 0 6 0 0 (fun r => r ^ 2)
    (fun r hr => by have := hr.ne'; field_simp; ring)
  obtain ⟨-, e2⟩ := avg_laurent (2 / 3) 6 0 7 6 0 gResp
    (fun r hr => by have := hr.ne'; unfold gResp; field_simp; ring)
  obtain ⟨i3, e3⟩ := avg_laurent (2 / 3) 6 (-320) 7 6 4
    (fun r => 2 / 3 * r ^ 3 + 6 * r ^ 2 + (-320))
    (fun r hr => by have := hr.ne'; field_simp)
  obtain ⟨i4, e4⟩ := avg_laurent (2 / 3) 6 (-320) 4 3 1
    (fun r => (2 / 3 * r ^ 3 + 6 * r ^ 2 + (-320)) / r ^ 3)
    (fun r hr => by have := hr.ne'; field_simp)
  have e1' : avg (fun r => r ^ 2) = 30 := by rw [e1]; norm_num [Nat.factorial]
  have e2' : avg gResp = 320 := by rw [e2]; norm_num [Nat.factorial]
  have hu : u1p = fun r => u2p r * (2 / 3 * r ^ 3 + 6 * r ^ 2 + (-320)) := by
    funext r; unfold u1p; rw [e2']; unfold gResp; ring
  -- overlaps with u are averages over the density u²
  have f3 : (fun r => u2p r * u1p r)
      = fun r => (2 / 3 * r ^ 3 + 6 * r ^ 2 + (-320)) * weight r := by
    funext r; rw [hu, ← u2p_state.1 r]; beta_reduce; ring
  have f4 : (fun r => u2p r * u1p r / r ^ 3)
      = fun r => (2 / 3 * r ^ 3 + 6 * r ^ 2 + (-320)) / r ^ 3 * weight r := by
    funext r; rw [hu, ← u2p_state.1 r]; beta_reduce; ring
  rw [f3, f4]
  refine ⟨fun r hr => ?_, i3, e3.trans (by norm_num [Nat.factorial]), i4,
    e4.trans (by norm_num [Nat.factorial])⟩
  have h := radialH_mul 1 (fun r => 2 / 3 * r ^ 3 + 6 * r ^ 2 + (-320)) hr
    (fun x _ => by fun_prop) (by rw [deriv_cubic (2 / 3) 6 (-320)]; fun_prop)
  rw [D_cubic (2 / 3) 6 (-320) hr.ne'] at h
  rw [hu, e1']
  beta_reduce
  linear_combination h
```

In the f channel the identity with \(l=3\) gives \((H_3-E)(uh)=u\,(Dh+5h/r^2)=r^2u\), and \(\int_0^\infty u\,u_{1f}\,r^{-3}dr=\langle hr^{-3}\rangle=\tfrac43\). The closing `linear_combination h + u2p r * k` adds the identity to \(u\) times the equation for \(h\).

```lean
/-- `u₁ = u h` solves `(H₃ - E) u₁ = r² u` and has `∫ u u₁ r⁻³ dr = 4/3`. -/
theorem sternheimer_f : (∀ r, 0 < r → radialH 3 u1f r - E2p * u1f r = r ^ 2 * u2p r) ∧
    IntegrableOn (fun r => u2p r * u1f r / r ^ 3) (Ioi 0) ∧
    (∫ r in Ioi (0 : ℝ), u2p r * u1f r / r ^ 3) = 4 / 3 := by
  have hu : u1f = fun r => u2p r * hResp r := rfl
  have hh : hResp = fun r => 2 / 3 * r ^ 3 + 8 / 3 * r ^ 2 + 0 := by
    funext r; unfold hResp; ring
  have f : (fun r => u2p r * u1f r / r ^ 3) = fun r => hResp r / r ^ 3 * weight r := by
    funext r; rw [hu, ← u2p_state.1 r]; beta_reduce; ring
  rw [f]
  refine ⟨fun r hr => ?_, pf_shielding.2.1, pf_shielding.2.2⟩
  have h := radialH_mul 3 hResp hr (fun x _ => by rw [hh]; fun_prop)
    (by rw [hh, deriv_cubic (2 / 3) (8 / 3) 0]; fun_prop)
  have k := pf_shielding.1 r hr
  rw [hu]
  beta_reduce
  linear_combination h + u2p r * k

end

end Hydrogenic2pShielding
```

```lean
#print axioms Hydrogenic2pShielding.radial_antishielding
#print axioms Hydrogenic2pShielding.sternheimer_p
#print axioms Hydrogenic2pShielding.sternheimer_f
```

```
'Hydrogenic2pShielding.radial_antishielding' depends on axioms: [propext, Classical.choice, Quot.sound]
'Hydrogenic2pShielding.sternheimer_p' depends on axioms: [propext, Classical.choice, Quot.sound]
'Hydrogenic2pShielding.sternheimer_f' depends on axioms: [propext, Classical.choice, Quot.sound]
```

## Scope, and use in a calculation

The theorems verify that explicit functions solve the equations and evaluate their integrals. They do not state that these are the only admissible solutions, nor that \(u_{1p}\) and \(u_{1f}\) are square integrable. By inspection they behave as \(r^2\) and \(r^4\) at the origin, the powers \(r^{l+1}\) of regular solutions, and decay exponentially.

The statement could instead have defined \(u_1\) as the inverse of \(H_l-E\) on \(L^2(0,\infty)\) applied to the source, restricted for \(l=1\) to the complement of \(u\). The two numbers would then refer to the operator and to no chosen polynomial, at the price of a domain for \(H_l\), its self-adjointness and a uniqueness proof.

A radial code that solves the first-order equations directly treats them as linear systems: \(H_l-E\) is discretised on a grid or in a basis, the source is \(r^2u\) or \((r^2-\langle r^2\rangle)u\), and no sum over excited states is formed. For \(l=1\) the matrix has \(u\) as a null vector up to discretisation error, so the component along \(u\) is projected out, which is the subtraction of \(\langle g\rangle\). A quadrature of \(u\,u_1r^{-3}\) for hydrogen 2p should then approach \(-\tfrac{67}{6}\) and \(\tfrac43\).
